# Pivoted Cholesky reproduces a positive semidefinite integral matrix exactly after rank(V) steps

Take two orbital pairs with the integral matrix

\[
V=\begin{pmatrix}4&2\\2&3\end{pmatrix},\qquad
V-\frac14\begin{pmatrix}4\\2\end{pmatrix}\begin{pmatrix}4&2\end{pmatrix}
=\begin{pmatrix}0&0\\0&2\end{pmatrix}.
\]

One Cholesky step on the first diagonal entry clears the first row and column and leaves a matrix of rank one, and a second step finishes the job. Had the lower right entry been 1 instead of 3, \(V\) would have had rank one and the first step would already have left zero.

I use this decomposition for two-electron integrals in auxiliary-field Monte Carlo, and I rely on two claims about it. The run ends after as many steps as the rank of \(V\), and if I stop earlier, the largest remaining diagonal entry bounds the error of every integral. Can both be derived rigorously, for any order of positive pivots, and checked by machine?

## Each pivot takes one dimension out of the range

Yes, for a finite, real, positive semidefinite \(V\) in exact arithmetic. Let \(i,j,k,p\) label orbital pairs. For real orbitals, \(V_{ij}\) is the Coulomb repulsion integral between two orbital products, that of pair \(i\) at the position of one electron and that of pair \(j\) at the position of the other. Let \(e_i\) be the unit vector at \(i\), and choose a pivot \(p\) with \(V_{pp}>0\). Write \(v=Ve_p\) for the pivot column. One step produces the residual

\[
R_{ij}=V_{ij}-\frac{V_{ip}V_{pj}}{V_{pp}} .
\]

**Rank.** For any vector \(x\),

\[
Rx=Vx-\frac{(Vx)_p}{V_{pp}}\,v .
\]

Since \(v\) lies in the range of \(V\), so does \(Rx\). Conversely, \(Vx\) is \(Rx\) plus a multiple of \(v\). The range of \(V\) is therefore the sum of the range of \(R\) and the line through \(v\). These two meet only in zero: component \(p\) of \(Rx\) is \((Vx)_p-(Vx)_p=0\), while component \(p\) of \(cv\) is \(cV_{pp}\), which vanishes only for \(c=0\). As \(v\neq0\), the line has dimension one, and

\[
\operatorname{rank}R+1=\operatorname{rank}V .
\]

**Positivity.** With the identity matrix \(I\), define \(E_{kj}=I_{kj}-I_{kp}V_{pj}/V_{pp}\). Then

\[
(VE)_{ij}=V_{ij}-\frac{V_{ip}V_{pj}}{V_{pp}}=R_{ij},\qquad
(E^{T}R)_{ij}=R_{ij}-\frac{V_{pi}}{V_{pp}}R_{pj}=R_{ij},
\]

because row \(p\) of \(R\) is zero. Hence \(R=E^{T}VE\), which is symmetric, and \(x^{T}Rx=(Ex)^{T}V(Ex)\ge0\). The residual is again positive semidefinite, so the step can be repeated.

**Cholesky vectors.** Put \(L_i=V_{ip}/\sqrt{V_{pp}}\). By symmetry \(L_iL_j=V_{ip}V_{pj}/V_{pp}\), which is exactly what the step subtracts. After \(m\) steps, with vectors \(L^{(1)},\dots,L^{(m)}\) and residual \(R^{(m)}\),

\[
V_{ij}=\sum_{s=1}^{m}L^{(s)}_iL^{(s)}_j+R^{(m)}_{ij},\qquad
\operatorname{rank}R^{(m)}+m=\operatorname{rank}V .
\]

**Truncation error.** Positivity on \(e_i\pm e_j\) gives \(R^{(m)}_{ii}+R^{(m)}_{jj}\pm2R^{(m)}_{ij}\ge0\). If every diagonal entry is at most \(\delta\), then

\[
|R^{(m)}_{ij}|\le\tfrac12\bigl(R^{(m)}_{ii}+R^{(m)}_{jj}\bigr)\le\delta .
\]

**Termination.** The rank count gives \(m\le\operatorname{rank}V\). If no positive diagonal entry remains, the bound with \(\delta=0\) makes the residual zero, so \(m=\operatorname{rank}V\). Conversely, if \(m=\operatorname{rank}V\), the residual has rank zero, and a further positive pivot would have to lower that rank by one, which is impossible.

A complete run always exists. A positive semidefinite matrix of nonzero rank has a positive diagonal entry, since otherwise it would vanish by the same bound. Eliminating that entry lowers the rank by one, and induction on the rank does the rest.

## Integrals, pivots and vectors in Lean

The finite type `n` holds the orbital pairs, and `V : Matrix n n ℝ` holds the integrals. The hypothesis `V.PosSemidef` contains both symmetry and \(x^{T}Vx\ge0\). For real orbitals it stands for the fact that the Coulomb self-energy of a charge distribution is never negative; the file assumes it and does not derive it from the integrals.

A run is a list `ps` of pivots, used from the head onwards. `pivotStep V p` is \(R\) above, `residual V ps` is the matrix left after the whole list, and `choleskySum V ps` is the sum of the products \(L_iL_j\). `Admissible V ps` says that each pivot is positive in the residual at the moment it is used. It does not require the largest diagonal entry, so that common choice is covered along with every other choice of positive pivots.

Three theorems answer the question:

- `truncation_error` says that if every diagonal entry of the residual is at most `δ`, then each integral differs from its truncated Cholesky sum by at most `δ`. The largest residual diagonal entry is one such `δ`, and a stopping threshold that has been reached is another.
- `run_ends_at_rank` says that an admissible run has at most `V.rank` steps, and that no positive diagonal entry is left exactly when the number of steps equals `V.rank`.
- `exists_exact_run` provides an admissible run of length `V.rank` with `V = choleskySum V ps`.

In auxiliary-field Monte Carlo with a finite real basis, each Cholesky vector contributes the square of a one-body operator, and the usual Hubbard–Stratonovich transformation gives each square one auxiliary field per time step. A complete Cholesky run in exact arithmetic therefore leads to `V.rank` fields per time step. The error bound concerns individual integrals, not energies, and rounding is not modelled.

```lean
import Mathlib

open Matrix

namespace PivotedCholeskyRank

noncomputable section

variable {n : Type*}

/-- One elimination step on the integral matrix `V` with pivot `p`; its domain is `V p p ≠ 0`. -/
def pivotStep (V : Matrix n n ℝ) (p : n) : Matrix n n ℝ :=
  Matrix.of fun i j => V i j - V i p * V p j / V p p

/-- The residual integral matrix after eliminating the listed pivots in order;
its domain is runs whose pivots are nonzero when used. -/
def residual : Matrix n n ℝ → List n → Matrix n n ℝ
  | V, [] => V
  | V, p :: ps => residual (pivotStep V p) ps

/-- Each pivot of the run has a positive diagonal entry in the residual at the moment it is used. -/
def Admissible : Matrix n n ℝ → List n → Prop
  | _, [] => True
  | V, p :: ps => 0 < V p p ∧ Admissible (pivotStep V p) ps

/-- The Cholesky vectors produced by a run, each a pivot column over the square root of its pivot;
the domain is runs with positive pivots. -/
def choleskyVectors : Matrix n n ℝ → List n → List (n → ℝ)
  | _, [] => []
  | V, p :: ps => (fun i => V i p / √(V p p)) :: choleskyVectors (pivotStep V p) ps

/-- The matrix with entries `∑ L i * L j`, summed over the Cholesky vectors `L` of a run. -/
def choleskySum (V : Matrix n n ℝ) (ps : List n) : Matrix n n ℝ :=
  Matrix.of fun i j => ((choleskyVectors V ps).map fun L => L i * L j).sum

variable [Fintype n]

/-- Acting on a vector, the eliminated matrix gives the action of `V` minus a multiple of the
pivot column. -/
theorem pivotStep_mulVec (V : Matrix n n ℝ) (p : n) (x : n → ℝ) :
    pivotStep V p *ᵥ x = V *ᵥ x - ((V *ᵥ x) p / V p p) • V.col p := by
  ext i
  simp only [Matrix.mulVec, dotProduct, pivotStep, Matrix.of_apply, Pi.sub_apply,
    Pi.smul_apply, smul_eq_mul, Matrix.col_apply]
  rw [Finset.sum_div, Finset.sum_mul, ← Finset.sum_sub_distrib]
  refine Finset.sum_congr rfl fun j _ => ?_
  ring

variable [DecidableEq n]

/-- Elimination with a nonzero pivot lowers the rank by exactly one. -/
theorem rank_pivotStep (V : Matrix n n ℝ) (p : n) (hp : V p p ≠ 0) :
    (pivotStep V p).rank + 1 = V.rank := by
  have hcol : V.col p ∈ LinearMap.range V.mulVecLin := by
    refine ⟨Pi.single p 1, ?_⟩
    rw [Matrix.mulVecLin_apply, Matrix.mulVec_single_one]
  -- the range of `V` is spanned by the range of the residual and the pivot column
  have hsup : LinearMap.range (pivotStep V p).mulVecLin ⊔ Submodule.span ℝ {V.col p}
      = LinearMap.range V.mulVecLin := by
    apply le_antisymm
    · refine sup_le ?_ ((Submodule.span_singleton_le_iff_mem _ _).2 hcol)
      rintro _ ⟨x, rfl⟩
      rw [Matrix.mulVecLin_apply, pivotStep_mulVec]
      exact Submodule.sub_mem _ ⟨x, rfl⟩ (Submodule.smul_mem _ _ hcol)
    · rintro _ ⟨x, rfl⟩
      refine Submodule.mem_sup.2 ⟨pivotStep V p *ᵥ x, ⟨x, rfl⟩,
        ((V *ᵥ x) p / V p p) • V.col p,
        Submodule.smul_mem _ _ (Submodule.mem_span_singleton_self _), ?_⟩
      rw [pivotStep_mulVec, Matrix.mulVecLin_apply]
      exact sub_add_cancel _ _
  -- the two parts meet only in zero, as seen from component `p`
  have hinf : LinearMap.range (pivotStep V p).mulVecLin ⊓ Submodule.span ℝ {V.col p} = ⊥ := by
    rw [Submodule.eq_bot_iff]
    rintro y ⟨⟨x, hx⟩, hy⟩
    obtain ⟨c, hc⟩ := Submodule.mem_span_singleton.1 hy
    have hy0 : y p = 0 := by
      rw [← hx, Matrix.mulVecLin_apply, pivotStep_mulVec]
      change (V *ᵥ x) p - (V *ᵥ x) p / V p p * V p p = 0
      rw [div_mul_cancel₀ _ hp, sub_self]
    have hcp : c * V p p = 0 := by
      rw [← hy0, ← hc]
      rfl
    rw [← hc, (mul_eq_zero.1 hcp).resolve_right hp, zero_smul]
  have hne : V.col p ≠ 0 := fun h => hp (congrFun h p)
  have h := Submodule.finrank_sup_add_finrank_inf_eq
    (LinearMap.range (pivotStep V p).mulVecLin) (Submodule.span ℝ {V.col p})
  rw [hsup, hinf, finrank_bot, finrank_span_singleton hne, add_zero] at h
  exact h.symm

/-- For an admissible run, the rank of the residual plus the number of steps is the rank of `V`. -/
theorem rank_residual : ∀ (V : Matrix n n ℝ) (ps : List n), Admissible V ps →
    (residual V ps).rank + ps.length = V.rank
  | _, [], _ => rfl
  | V, p :: ps, h => by
    have h1 := rank_residual (pivotStep V p) ps h.2
    have h2 := rank_pivotStep V p h.1.ne'
    rw [List.length_cons, residual]
    omega

/-- If `V` is positive semidefinite, so is the residual of every admissible run. -/
theorem posSemidef_residual : ∀ (V : Matrix n n ℝ) (ps : List n), V.PosSemidef →
    Admissible V ps → (residual V ps).PosSemidef
  | _, [], hV, _ => hV
  | V, p :: ps, hV, h => by
    refine posSemidef_residual (pivotStep V p) ps ?_ h.2
    -- one step gives the product `Eᴴ V E` with the following singular matrix `E`
    let E : Matrix n n ℝ := Matrix.of fun k j =>
      (if k = j then 1 else 0) - (if k = p then V p j / V p p else 0)
    have h1 : V * E = pivotStep V p := by
      ext i j
      simp only [E, pivotStep, Matrix.mul_apply, Matrix.of_apply, mul_sub,
        Finset.sum_sub_distrib, mul_ite, mul_one, mul_zero, Finset.sum_ite_eq',
        Finset.mem_univ, if_true]
      ring
    have hrow : ∀ j, pivotStep V p p j = 0 := fun j => by
      simp only [pivotStep, Matrix.of_apply]
      rw [mul_div_cancel_left₀ _ h.1.ne', sub_self]
    have h2 : Eᴴ * pivotStep V p = pivotStep V p := by
      ext i j
      simp only [E, Matrix.mul_apply, Matrix.conjTranspose_apply, star_trivial,
        Matrix.of_apply, sub_mul, Finset.sum_sub_distrib, ite_mul, one_mul, zero_mul,
        Finset.sum_ite_eq', Finset.mem_univ, if_true, hrow, mul_zero, sub_zero]
    have h3 := hV.conjTranspose_mul_mul_same E
    rwa [Matrix.mul_assoc, h1, h2] at h3

/-- For an admissible run on a positive semidefinite `V`, each entry of `V` is the corresponding
entry of the Cholesky sum plus that of the residual. -/
theorem eq_choleskySum_add_residual : ∀ (V : Matrix n n ℝ) (ps : List n), V.PosSemidef →
    Admissible V ps → ∀ i j, V i j = choleskySum V ps i j + residual V ps i j
  | V, [], _, _, i, j => by simp [choleskySum, choleskyVectors, residual]
  | V, p :: ps, hV, h, i, j => by
    have ih := eq_choleskySum_add_residual (pivotStep V p) ps
      (posSemidef_residual V [p] hV ⟨h.1, trivial⟩) h.2 i j
    have hsym : V p j = V j p := by simpa using (hV.isHermitian.apply p j).symm
    have hL : V i p / √(V p p) * (V j p / √(V p p)) = V i p * V p j / V p p := by
      rw [div_mul_div_comm, Real.mul_self_sqrt h.1.le, hsym]
    have hstep : pivotStep V p i j = V i j - V i p * V p j / V p p := rfl
    simp only [choleskySum, choleskyVectors, residual, Matrix.of_apply, List.map_cons,
      List.sum_cons] at ih ⊢
    linarith

/-- For an admissible run on a positive semidefinite `V`, if no diagonal entry of the residual
exceeds `δ`, then the truncated Cholesky sum reproduces every integral to within `δ`. -/
theorem truncation_error {V : Matrix n n ℝ} {ps : List n} (hV : V.PosSemidef)
    (h : Admissible V ps) {δ : ℝ} (hδ : ∀ k, residual V ps k k ≤ δ) (i j : n) :
    |V i j - choleskySum V ps i j| ≤ δ := by
  have hR := posSemidef_residual V ps hV h
  have hsym : residual V ps j i = residual V ps i j := by
    simpa using hR.isHermitian.apply i j
  -- positivity on the sum and the difference of two basis vectors
  have hplus := hR.dotProduct_mulVec_nonneg (Pi.single i 1 + Pi.single j 1)
  have hminus := hR.dotProduct_mulVec_nonneg (Pi.single i 1 - Pi.single j 1)
  simp only [star_trivial, Matrix.mulVec_add, Matrix.mulVec_sub, add_dotProduct,
    sub_dotProduct, Matrix.mulVec_single_one, single_one_dotProduct, Pi.add_apply,
    Pi.sub_apply, Matrix.col_apply] at hplus hminus
  have hsplit := eq_choleskySum_add_residual V ps hV h i j
  have hi := hδ i
  have hj := hδ j
  rw [abs_le]
  constructor <;> linarith

/-- An admissible run on a positive semidefinite `V` has at most `rank V` steps, and no positive
pivot is left exactly when `rank V` steps have been made. -/
theorem run_ends_at_rank {V : Matrix n n ℝ} {ps : List n} (hV : V.PosSemidef)
    (h : Admissible V ps) :
    ps.length ≤ V.rank ∧ ((∀ p, residual V ps p p ≤ 0) ↔ ps.length = V.rank) := by
  have hrank := rank_residual V ps h
  refine ⟨by omega, fun hn => ?_, fun hlen p => ?_⟩
  · -- without positive diagonal the residual vanishes
    have hzero : residual V ps = 0 := by
      ext i j
      have h1 := abs_nonpos_iff.1 (truncation_error hV h hn i j)
      have h2 := eq_choleskySum_add_residual V ps hV h i j
      rw [Matrix.zero_apply]
      linarith
    rw [hzero, Matrix.rank_zero] at hrank
    omega
  · -- a further pivot would lower a rank that is already zero
    by_contra hp
    have h1 := rank_pivotStep (residual V ps) p (not_le.1 hp).ne'
    omega

/-- Every positive semidefinite integral matrix has a pivoted Cholesky run of exactly `rank V`
steps whose vectors reproduce it without error. -/
theorem exists_exact_run {V : Matrix n n ℝ} (hV : V.PosSemidef) :
    ∃ ps, Admissible V ps ∧ ps.length = V.rank ∧ V = choleskySum V ps := by
  have key : ∀ (r : ℕ) (W : Matrix n n ℝ), W.PosSemidef → W.rank = r →
      ∃ ps, Admissible W ps ∧ ps.length = r := by
    intro r
    induction r with
    | zero => exact fun W _ _ => ⟨[], trivial, rfl⟩
    | succ r ih =>
      intro W hW hr
      have hpivot : ∃ p, 0 < W p p := by
        by_contra hn
        have h0 := (run_ends_at_rank (ps := []) hW trivial).2.1
          fun p => not_lt.1 fun hp => hn ⟨p, hp⟩
        rw [hr, List.length_nil] at h0
        omega
      obtain ⟨p, hp⟩ := hpivot
      have h1 := rank_pivotStep W p hp.ne'
      obtain ⟨ps, hps, hlen⟩ := ih (pivotStep W p)
        (posSemidef_residual W [p] hW ⟨hp, trivial⟩) (by omega)
      exact ⟨p :: ps, ⟨hp, hps⟩, by rw [List.length_cons, hlen]⟩
  obtain ⟨ps, hps, hlen⟩ := key V.rank V hV rfl
  refine ⟨ps, hps, hlen, ?_⟩
  ext i j
  have h0 := truncation_error hV hps ((run_ends_at_rank hV hps).2.2 hlen) i j
  exact sub_eq_zero.1 (abs_nonpos_iff.1 h0)

end

end PivotedCholeskyRank
```

```lean
#print axioms PivotedCholeskyRank.exists_exact_run
-- 'PivotedCholeskyRank.exists_exact_run' depends on axioms: [propext, Classical.choice, Quot.sound]
```

## From the range decomposition to a complete run

`pivotStep_mulVec` is the formula for \(Rx\), obtained by comparing the sums term by term. `rank_pivotStep` turns it into the rank count. There `hsup` states that the range of the residual and the line of the pivot column together span the range of `V`, and `hinf` states that they meet only in zero, as read off from component `p`. Mathlib's dimension formula for the sum and intersection of subspaces then gives the drop by one. This lemma needs only a nonzero pivot, neither symmetry nor positivity.

`rank_residual` repeats the count along the list, with `omega` doing the integer arithmetic. `posSemidef_residual` also recurses along the list. Its matrix `E` is the one defined above, `h1` is \(VE=R\), `hrow` is the vanishing of row `p`, and `h2` is \(E^{T}R=R\). The conjugate transpose `Eᴴ` is the ordinary transpose here because the entries are real.

`eq_choleskySum_add_residual` adds up the steps. Its `hL` identifies the product of two vector components with the subtracted term, using the symmetry of `V` and the positivity of the pivot under the square root. The recursive call supplies the decomposition of the next residual, and `linarith` combines the two.

In `truncation_error`, `hplus` and `hminus` are the positivity conditions on \(e_i+e_j\) and \(e_i-e_j\). After `abs_le` splits the absolute value into two inequalities, `linarith` derives both from these conditions, the symmetry of the residual, the diagonal bounds and the decomposition.

`run_ends_at_rank` takes the two directions of termination separately. In the first, `truncation_error` with bound zero gives `hzero`, so the residual has rank zero. In the second, an assumed further pivot contradicts `rank_pivotStep`.

Finally, `exists_exact_run` performs the induction on the rank in `key`. To find a positive pivot in a matrix of nonzero rank, it applies `run_ends_at_rank` to the empty run: if no diagonal entry were positive, the rank would be zero. Once the run has full length, its residual has no positive diagonal entry, and `truncation_error` with bound zero gives equality entry by entry.
